# On a simple cubic lattice, doubling a high plane-wave cutoff multiplies the cubed basis size by about 22.6

Q: To estimate what doubling the cutoff energy costs when a plane-wave Hamiltonian is diagonalized densely, you count integer vectors. Real crystals have lattice constants. Where did they go?

A: Into the units. For a simple cubic lattice with constant \(a\), measure wave vectors in units of \(2\pi/a\) and energy in units of \(\hbar^2(2\pi/a)^2/2m\), where \(m\) is the electron mass. The reciprocal lattice vectors \(G\) are then the integer vectors, and the plane wave at Bloch vector \(k\) has kinetic energy \(|k+G|^2\). The basis keeps those with energy at most \(E\). The dimension \(d\) stays general until the end.

```lean
import Mathlib

open MeasureTheory Filter Topology
open scoped Pointwise

namespace PlaneWaveCutoffDoubling

noncomputable section

/-- The plane waves at Bloch vector `k` whose kinetic energy `|k + G|²` is at most `E`,
labelled by integer vectors `G` in `d` dimensions. -/
def planeWaves {d : ℕ} (k : Fin d → ℝ) (E : ℝ) : Set (Fin d → ℤ) :=
  {G | ∑ i, (k i + G i) ^ 2 ≤ E}
```

Q: Why is the norm written out as a sum of squares?

A: Because Mathlib's built-in norm on `Fin d → ℝ` is the largest absolute value of a component, which would turn the cutoff sphere into a cube. The sum gives the Euclidean length. The basis size, \(N_k(E)\) in what follows, is the number of elements of this set.

```lean
/-- The basis size `N(E)` at Bloch vector `k`. -/
def basisSize {d : ℕ} (k : Fin d → ℝ) (E : ℝ) : ℕ := (planeWaves k E).ncard
```

Q: The number of lattice points in a sphere grows in irregular jumps. How do you control the count by hand?

A: By trading points for volume. Put a half-open unit cube around each \(k+G\). The cubes are disjoint and have volume one, so those of the basis fill exactly the volume \(N_k(E)\). A point \(x\) in the cube around \(k+G\) differs from its centre by at most \(1/2\) in each component, so
\[ |x-(k+G)|\le\delta,\qquad \delta=\tfrac{\sqrt d}{2}. \]

If \(|k+G|\le\sqrt E\), the triangle inequality gives \(|x|\le\sqrt E+\delta\), so the filled region lies inside the ball of that radius. Conversely, every \(x\) lies in some cube, and if \(|x|\le\sqrt E-\delta\), the centre of that cube satisfies \(|k+G|\le|x|+\delta\le\sqrt E\), so its plane wave is in the basis. With \(V_d\) the volume of the unit ball, and for \(\sqrt E>\delta\),
\[ V_d(\sqrt E-\delta)^d\le N_k(E)\le V_d(\sqrt E+\delta)^d . \]

The ball, the cube and \(\delta\) are the next three definitions.

```lean
/-- The closed Euclidean ball of radius `|r|` about the origin of momentum space. -/
def momentumBall (d : ℕ) (r : ℝ) : Set (Fin d → ℝ) := {x | ∑ i, x i ^ 2 ≤ r ^ 2}

/-- The half-open unit cell of momentum space centred at `k + G`. -/
def cell {d : ℕ} (k : Fin d → ℝ) (G : Fin d → ℤ) : Set (Fin d → ℝ) :=
  Set.pi Set.univ fun i => Set.Ico (k i + G i - 1 / 2) (k i + G i + 1 / 2)

/-- Half the diagonal of the unit cell in `d` dimensions. -/
def cellRadius (d : ℕ) : ℝ := √(d : ℝ) / 2
```

Q: And the ratio?

A: Take \(s>0\) and a second Bloch vector \(q\). Dividing the bounds cancels \(V_d\), and for large \(E\)
\[ \left(\frac{\sqrt{sE}-\delta}{\sqrt E+\delta}\right)^d\le\frac{N_k(sE)}{N_q(E)}\le\left(\frac{\sqrt{sE}+\delta}{\sqrt E-\delta}\right)^d . \]
Divide each numerator and denominator by \(\sqrt E\). The terms in \(\delta/\sqrt E\) vanish, so both sides tend to \((\sqrt s)^d\), and so does the ratio. For \(d=3\), \(s=2\) and \(q=k\) the limit is \(2^{3/2}\), whose cube is \(2^{9/2}=\sqrt{512}\approx 22.63\).

Q: Now the Lean proof. Is `basisSize` a real count?

A: Yes, but that needs a proof, since `ncard` returns zero for an infinite set. Each component of \(k+G\) is at most \(\sqrt E\) in size, which confines \(G\) to a finite box of integers.

```lean
/-- Every cutoff leaves a finite plane-wave basis. -/
theorem planeWaves_finite {d : ℕ} (k : Fin d → ℝ) (E : ℝ) : (planeWaves k E).Finite := by
  apply (Set.finite_Icc (fun i => ⌈-k i - √E⌉) (fun i => ⌊√E - k i⌋)).subset
  intro G hG
  have h : ∀ i, |k i + G i| ≤ √E := fun i => Real.abs_le_sqrt
    ((Finset.single_le_sum (f := fun j => (k j + (G j : ℝ)) ^ 2)
      (fun j _ => sq_nonneg _) (Finset.mem_univ i)).trans hG)
  constructor
  · intro i
    exact Int.ceil_le.mpr (by linarith [(abs_le.mp (h i)).1])
  · intro i
    exact Int.le_floor.mpr (by linarith [(abs_le.mp (h i)).2])
```

The triangle inequality is proved directly for sums of squares. Cauchy–Schwarz bounds the cross term, and expanding the square does the rest.

```lean
/-- Triangle inequality: momenta of lengths at most `a` and `b` add up to a momentum of
length at most `a + b`. -/
theorem sum_sq_add_le {d : ℕ} (x y : Fin d → ℝ) {a b : ℝ} (ha : 0 ≤ a) (hb : 0 ≤ b)
    (hx : ∑ i, x i ^ 2 ≤ a ^ 2) (hy : ∑ i, y i ^ 2 ≤ b ^ 2) :
    ∑ i, (x i + y i) ^ 2 ≤ (a + b) ^ 2 := by
  have hc : (∑ i, x i * y i) ^ 2 ≤ (a * b) ^ 2 := by
    rw [mul_pow]
    exact (Finset.sum_mul_sq_le_sq_mul_sq _ _ _).trans
      (mul_le_mul hx hy (Finset.sum_nonneg fun i _ => sq_nonneg _) (sq_nonneg a))
  have hxy := (le_abs_self _).trans (abs_le_of_sq_le_sq hc (mul_nonneg ha hb))
  have he : ∑ i, (x i + y i) ^ 2
      = ∑ i, x i ^ 2 + 2 * ∑ i, x i * y i + ∑ i, y i ^ 2 := by
    rw [Finset.mul_sum, ← Finset.sum_add_distrib, ← Finset.sum_add_distrib]
    exact Finset.sum_congr rfl fun i _ => by ring
  rw [he]
  nlinarith
```

Q: You cancel \(V_d\) without computing it. What must you know about it?

A: That it is positive and finite, and that volume scales as \(r^d\). A ball of positive radius contains a nonempty open set and fits in a bounded box, which settles the first point. For the second, the ball of radius \(r\) is the unit ball stretched by \(r\), and `Measure.addHaar_smul` supplies the factor.

```lean
/-- A momentum ball of positive radius has positive and finite volume. -/
theorem momentumBall_volume_pos_finite (d : ℕ) {r : ℝ} (hr : 0 < r) :
    0 < volume (momentumBall d r) ∧ volume (momentumBall d r) < ⊤ := by
  constructor
  · have ho : IsOpen {x : Fin d → ℝ | ∑ i, x i ^ 2 < r ^ 2} :=
      isOpen_lt (by fun_prop) continuous_const
    have hne : {x : Fin d → ℝ | ∑ i, x i ^ 2 < r ^ 2}.Nonempty :=
      ⟨0, by simp [sq_pos_of_pos hr]⟩
    have hsub : {x : Fin d → ℝ | ∑ i, x i ^ 2 < r ^ 2} ⊆ momentumBall d r := by
      intro x hx
      have hx' : ∑ i, x i ^ 2 < r ^ 2 := hx
      change ∑ i, x i ^ 2 ≤ r ^ 2
      exact hx'.le
    exact (ho.measure_pos volume hne).trans_le (measure_mono hsub)
  · have hs : momentumBall d r ⊆ Set.Icc (fun _ => -|r|) (fun _ => |r|) := by
      intro x hx
      have h : ∀ i, |x i| ≤ |r| := fun i => sq_le_sq.mp
        ((Finset.single_le_sum (f := fun j => x j ^ 2)
          (fun j _ => sq_nonneg _) (Finset.mem_univ i)).trans hx)
      exact ⟨fun i => (abs_le.mp (h i)).1, fun i => (abs_le.mp (h i)).2⟩
    exact (measure_mono hs).trans_lt isCompact_Icc.measure_lt_top

/-- The volume of a momentum ball of radius `r > 0` is `r ^ d` times that of the unit ball. -/
theorem momentumBall_volume (d : ℕ) {r : ℝ} (hr : 0 < r) :
    (volume (momentumBall d r)).toReal = (volume (momentumBall d 1)).toReal * r ^ d := by
  have hs : momentumBall d r = r • momentumBall d 1 := by
    ext x
    rw [Set.mem_smul_set_iff_inv_smul_mem₀ hr.ne']
    have h : ∑ i, ((r⁻¹ • x) i) ^ 2 = (∑ i, x i ^ 2) / r ^ 2 := by
      rw [Finset.sum_div]
      refine Finset.sum_congr rfl fun i _ => ?_
      simp only [Pi.smul_apply, smul_eq_mul]
      field_simp
    change ∑ i, x i ^ 2 ≤ r ^ 2 ↔ ∑ i, ((r⁻¹ • x) i) ^ 2 ≤ 1 ^ 2
    rw [h, div_le_iff₀ (by positivity), one_pow, one_mul]
  rw [hs, Measure.addHaar_smul, Module.finrank_fin_fun, ENNReal.toReal_mul,
    ENNReal.toReal_ofReal (abs_nonneg _), abs_of_pos (pow_pos hr d), mul_comm]
```

Next comes the volume of the cubes. If two of them share a point, their integer labels differ by less than one in every component, so the labels are equal. Disjointness then lets the unit volumes add up to the basis size.

```lean
/-- The unit cells around the plane waves of the basis fill a volume equal to the basis size. -/
theorem volume_cells {d : ℕ} (k : Fin d → ℝ) (E : ℝ) :
    volume (⋃ G ∈ planeWaves k E, cell k G) = (basisSize k E : ENNReal) := by
  have hf := planeWaves_finite k E
  have hu : (⋃ G ∈ planeWaves k E, cell k G) = ⋃ G ∈ hf.toFinset, cell k G := by simp
  have hv : ∀ G : Fin d → ℤ, volume (cell k G) = 1 := by
    intro G
    rw [cell, Real.volume_pi_Ico]
    refine Finset.prod_eq_one fun i _ => ?_
    have h : k i + (G i : ℝ) + 1 / 2 - (k i + G i - 1 / 2) = 1 := by ring
    simp only [h, ENNReal.ofReal_one]
  rw [hu, measure_biUnion_finset]
  · simp [hv, basisSize, Set.ncard_eq_toFinset_card _ hf]
  · -- a point common to two cells forces equal integer labels
    intro G _ G' _ hne
    refine Set.disjoint_left.mpr fun x hx hx' => hne (funext fun i => ?_)
    have h1 := hx i (Set.mem_univ i)
    have h2 := hx' i (Set.mem_univ i)
    have h3 : (G i : ℝ) < G' i + 1 := by linarith [h1.1, h2.2]
    have h4 : (G' i : ℝ) < G i + 1 := by linarith [h2.1, h1.2]
    have h5 : G i < G' i + 1 := by exact_mod_cast h3
    have h6 : G' i < G i + 1 := by exact_mod_cast h4
    omega
  · intro G _
    exact MeasurableSet.univ_pi fun i => measurableSet_Ico
```

Q: Where do the two inclusions appear?

A: In `basisSize_bounds`. There `hdist` is the estimate by \(\delta\). For the lower bound, the cube containing \(x\) is found by rounding: \(G_i=\lfloor x_i-k_i+\tfrac12\rfloor\). For the upper bound, \(x\) already comes with its cube. Each half ends with `sum_sq_add_le` and the fact that a larger set has a larger volume. The bounds hold at finite cutoff, with the same constants for every \(k\).

```lean
/-- Once `√E` exceeds half the cell diagonal, the basis size at any `k` lies between the
volumes of the balls whose radii are `√E` minus and plus half the cell diagonal. -/
theorem basisSize_bounds {d : ℕ} (k : Fin d → ℝ) {E : ℝ} (hE : cellRadius d < √E) :
    (volume (momentumBall d 1)).toReal * (√E - cellRadius d) ^ d ≤ basisSize k E ∧
    (basisSize k E : ℝ) ≤ (volume (momentumBall d 1)).toReal * (√E + cellRadius d) ^ d := by
  have hδ : 0 ≤ cellRadius d := by unfold cellRadius; positivity
  have hE0 : 0 < E := Real.sqrt_pos.mp (hδ.trans_lt hE)
  have hN : (volume (⋃ G ∈ planeWaves k E, cell k G)).toReal = basisSize k E := by
    rw [volume_cells, ENNReal.toReal_natCast]
  -- points of a cell are close to its centre
  have hdist : ∀ y : Fin d → ℝ, (∀ i, |y i| ≤ 1 / 2) → ∑ i, y i ^ 2 ≤ cellRadius d ^ 2 := by
    intro y hy
    calc ∑ i, y i ^ 2 ≤ ∑ _i : Fin d, (1 / 4 : ℝ) := Finset.sum_le_sum fun i _ => by
          nlinarith [(abs_le.mp (hy i)).1, (abs_le.mp (hy i)).2]
      _ = cellRadius d ^ 2 := by
          rw [cellRadius, div_pow, Real.sq_sqrt (Nat.cast_nonneg d), Finset.sum_const,
            Finset.card_univ, Fintype.card_fin, nsmul_eq_mul]
          ring
  constructor
  · rw [← momentumBall_volume d (sub_pos.mpr hE), ← hN]
    refine ENNReal.toReal_mono (by rw [volume_cells]; exact ENNReal.natCast_ne_top _)
      (measure_mono fun x hx => ?_)
    -- round `x - k` to the nearest integer vector
    let G : Fin d → ℤ := fun i => ⌊x i - k i + 1 / 2⌋
    have h1 : ∀ i, (G i : ℝ) ≤ x i - k i + 1 / 2 := fun i => Int.floor_le _
    have h2 : ∀ i, x i - k i + 1 / 2 < (G i : ℝ) + 1 := fun i => Int.lt_floor_add_one _
    have h3 := sum_sq_add_le x (fun i => k i + G i - x i) (sub_pos.mpr hE).le hδ hx
      (hdist _ fun i => abs_le.mpr ⟨by linarith [h2 i], by linarith [h1 i]⟩)
    simp only [add_sub_cancel, sub_add_cancel, Real.sq_sqrt hE0.le] at h3
    exact Set.mem_biUnion (show G ∈ planeWaves k E from h3)
      fun i _ => ⟨by linarith [h1 i], by linarith [h2 i]⟩
  · have hr : 0 < √E + cellRadius d := by linarith
    rw [← momentumBall_volume d hr, ← hN]
    refine ENNReal.toReal_mono (momentumBall_volume_pos_finite d hr).2.ne
      (measure_mono fun x hx => ?_)
    obtain ⟨G, hG, hxG⟩ := Set.mem_iUnion₂.mp hx
    have hG' : ∑ i, (k i + (G i : ℝ)) ^ 2 ≤ √E ^ 2 := by
      rw [Real.sq_sqrt hE0.le]; exact hG
    have h3 := sum_sq_add_le (fun i => k i + (G i : ℝ)) (fun i => x i - (k i + G i))
      (Real.sqrt_nonneg E) hδ hG' (hdist _ fun i => by
        have h := hxG i (Set.mem_univ i)
        exact abs_le.mpr ⟨by linarith [h.1], by linarith [h.2]⟩)
    simp only [add_sub_cancel] at h3
    exact h3
```

In the limit theorem, `hlim` shows that fixed shifts of the radii drop out, `hev` says that both cutoffs are eventually large enough for the bounds, and `key` is the cross-multiplication in which \(V_d\) cancels. The squeeze theorem finishes the argument.

```lean
/-- Multiplying the cutoff by `s > 0` multiplies the basis size in `d` dimensions by
`(√s) ^ d` in the limit of large cutoff, even if the two bases belong to different k-points. -/
theorem basisSize_ratio {d : ℕ} (k q : Fin d → ℝ) {s : ℝ} (hs : 0 < s) :
    Tendsto (fun E => (basisSize k (s * E) : ℝ) / basisSize q E) atTop (𝓝 (√s ^ d)) := by
  have hδ : 0 ≤ cellRadius d := by unfold cellRadius; positivity
  have hV : 0 < (volume (momentumBall d 1)).toReal :=
    ENNReal.toReal_pos (momentumBall_volume_pos_finite d one_pos).1.ne'
      (momentumBall_volume_pos_finite d one_pos).2.ne
  -- bounded shifts of the radii do not matter at large cutoff
  have hlim : ∀ a b : ℝ,
      Tendsto (fun E => (√(s * E) + a) / (√E + b)) atTop (𝓝 √s) := by
    intro a b
    have h : Tendsto (fun E : ℝ => (√E)⁻¹) atTop (𝓝 0) :=
      tendsto_inv_atTop_zero.comp Real.tendsto_sqrt_atTop
    have h2 : Tendsto (fun E : ℝ => (√s + a * (√E)⁻¹) / (1 + b * (√E)⁻¹)) atTop
        (𝓝 ((√s + a * 0) / (1 + b * 0))) :=
      ((h.const_mul a).const_add _).div ((h.const_mul b).const_add _) (by simp)
    simp only [mul_zero, add_zero, div_one] at h2
    refine h2.congr' ?_
    filter_upwards [eventually_gt_atTop 0] with E hE
    have ht : √E ≠ 0 := (Real.sqrt_pos.mpr hE).ne'
    have e1 : √(s * E) + a = (√s + a * (√E)⁻¹) * √E := by
      rw [Real.sqrt_mul hs.le, add_mul, mul_assoc a, inv_mul_cancel₀ ht, mul_one]
    have e2 : √E + b = (1 + b * (√E)⁻¹) * √E := by
      rw [add_mul, mul_assoc b, inv_mul_cancel₀ ht, mul_one, one_mul]
    rw [e1, e2, mul_div_mul_right _ _ ht]
  have key : ∀ a b m n v : ℝ, 0 ≤ a → 0 ≤ b → n ≤ v * b → v * a ≤ m → a * n ≤ m * b := by
    intro a b m n v ha hb h1 h2
    calc a * n ≤ a * (v * b) := mul_le_mul_of_nonneg_left h1 ha
      _ = v * a * b := by ring
      _ ≤ m * b := mul_le_mul_of_nonneg_right h2 hb
  have hev : ∀ᶠ E in atTop, cellRadius d < √E ∧ cellRadius d < √(s * E) := by
    filter_upwards [eventually_gt_atTop (cellRadius d ^ 2),
      eventually_gt_atTop (cellRadius d ^ 2 / s)] with E h1 h2
    refine ⟨(Real.lt_sqrt hδ).mpr h1, (Real.lt_sqrt hδ).mpr ?_⟩
    rw [div_lt_iff₀ hs] at h2
    linarith
  -- squeeze the ratio; the volume of the unit ball cancels
  refine tendsto_of_tendsto_of_tendsto_of_le_of_le'
    ((hlim (-cellRadius d) (cellRadius d)).pow d)
    ((hlim (cellRadius d) (-cellRadius d)).pow d) ?_ ?_
  all_goals
    filter_upwards [hev] with E hE
    obtain ⟨hk1, hk2⟩ := basisSize_bounds k hE.2
    obtain ⟨hq1, hq2⟩ := basisSize_bounds q hE.1
    have hm : 0 < (√E - cellRadius d) ^ d := pow_pos (sub_pos.mpr hE.1) d
    have hm' : 0 < (√(s * E) - cellRadius d) ^ d := pow_pos (sub_pos.mpr hE.2) d
    have hp : 0 < (√E + cellRadius d) ^ d := pow_pos (by linarith [hE.1]) d
    have hp' : 0 < (√(s * E) + cellRadius d) ^ d := pow_pos (by linarith [hE.2]) d
    have hq : (0 : ℝ) < basisSize q E := (mul_pos hV hm).trans_le hq1
    rw [div_pow, ← sub_eq_add_neg]
  · rw [div_le_div_iff₀ hp hq]
    exact key _ _ _ _ _ hm'.le hp.le hq2 hk1
  · rw [div_le_div_iff₀ hq hm]
    linarith [key _ _ _ _ _ hm.le hp'.le hk2 hq1]
```

Q: The next name says that the basis size is independent of the k-point. That is false at any cutoff I could run.

A: The name is stronger than the statement, which says only that the ratio of the two sizes tends to one. In three dimensions at \(E=1/4\), the basis at \(k=0\) has one plane wave, while the one at \(k=(\tfrac12,\tfrac12,\tfrac12)\) is empty, because the smallest kinetic energy there is \(3/4\). The theorem is the case \(s=1\) of the previous one.

```lean
/-- At large cutoff the basis sizes at any two k-points agree to leading order. -/
theorem basisSize_kpoint_independent {d : ℕ} (k q : Fin d → ℝ) :
    Tendsto (fun E => (basisSize k E : ℝ) / basisSize q E) atTop (𝓝 1) := by
  simpa using basisSize_ratio k q one_pos
```

Q: So what does the main theorem say, word for word?

A: For every real vector \(k\) with three components, held fixed, the cube of \(N_k(2E)/N_k(E)\) tends to \(2^{9/2}\) as \(E\) tends to infinity. The proof sets \(s=2\), cubes the limit and rewrites \((\sqrt2^{\,3})^3\) as a real power.

```lean
/-- In three dimensions, at every `k`, doubling the cutoff energy multiplies the cube of the
basis size by a factor that tends to `2 ^ (9/2)` at large cutoff. -/
theorem cutoff_doubling_cost (k : Fin 3 → ℝ) :
    Tendsto (fun E => ((basisSize k (2 * E) : ℝ) / basisSize k E) ^ 3) atTop
      (𝓝 ((2 : ℝ) ^ (9 / 2 : ℝ))) := by
  have h : (√2 ^ 3) ^ 3 = (2 : ℝ) ^ (9 / 2 : ℝ) := by
    rw [← pow_mul, Real.sqrt_eq_rpow, ← Real.rpow_natCast, ← Real.rpow_mul (by norm_num)]
    norm_num
  rw [← h]
  exact (basisSize_ratio k k two_pos).pow 3
```

The number 22.6 has its own theorem. The square of \(2^{9/2}\) is 512, which places the factor within 0.05 of 22.6.

```lean
/-- The factor `2 ^ (9/2)` equals 22.6 to within 0.05. -/
theorem cost_factor_value : |(2 : ℝ) ^ (9 / 2 : ℝ) - 22.6| < 0.05 := by
  have h0 : 0 < (2 : ℝ) ^ (9 / 2 : ℝ) := by positivity
  have h : ((2 : ℝ) ^ (9 / 2 : ℝ)) ^ 2 = 512 := by
    rw [← Real.rpow_natCast, ← Real.rpow_mul (by norm_num)]
    norm_num
  rw [abs_lt]
  constructor <;> nlinarith

end

end PlaneWaveCutoffDoubling
```

```lean
#print axioms PlaneWaveCutoffDoubling.basisSize_kpoint_independent
#print axioms PlaneWaveCutoffDoubling.cutoff_doubling_cost
#print axioms PlaneWaveCutoffDoubling.cost_factor_value
```

```
'PlaneWaveCutoffDoubling.basisSize_kpoint_independent' depends on axioms: [propext, Classical.choice, Quot.sound]
'PlaneWaveCutoffDoubling.cutoff_doubling_cost' depends on axioms: [propext, Classical.choice, Quot.sound]
'PlaneWaveCutoffDoubling.cost_factor_value' depends on axioms: [propext, Classical.choice, Quot.sound]
```

Q: I see no computer time in any of this.

A: There is none. That the running time grows as \(N^3\) is the step you supply. It stands for the leading operation count of dense diagonalization of an \(N\times N\) matrix; memory limits and lower-order terms are ignored. With that cost law, and on a simple cubic lattice at high cutoff, diagonalizing the full matrix becomes about 22.6 times dearer when the cutoff is doubled, at every k-point. Iterative solvers that compute only a fixed number of the lowest states have a different cost law, so this factor does not carry over to them.

Q: And at low cutoff?

A: The factor can be quite different. At \(k=0\) in three dimensions, going from \(E=1/4\) to \(1/2\) leaves the single plane wave \(G=0\), so the factor is 1. Going from \(E=1\) to \(2\) raises the basis from 7 to 19 plane waves, and \((19/7)^3\approx 20.0\).

Q: My crystal is hexagonal.

A: Then the model would need \(BG\) in place of \(G\), with an invertible matrix \(B\) whose columns are the primitive reciprocal vectors. The cells become parallelepipeds of volume \(|\det B|\), and \(\delta\) becomes the largest distance from a cell's centre to its corners. The cell volume cancels in the ratio just as \(V_d\) does, so the same argument by hand gives the same limit. The Lean theorems are stated for the integer lattice.
